# In a symmetric potential, zero perpendicular force makes the middle image of a symmetric elastic band stationary

A nudged elastic band is a chain of configurations x_i, called images, stretched between two minima of a potential energy V to locate the barrier. Each image feels the true force only across the band, so a relaxed image need not be a stationary point of V. Here V and the band share a symmetry, and the question is what this does to the middle image x_0.

Configurations form a real inner product space E, for instance ℝⁿ with all atomic coordinates.

```lean
import Mathlib

open scoped InnerProductSpace

namespace SymmetricElasticBand

noncomputable section

variable {E : Type*} [NormedAddCommGroup E] [InnerProductSpace ℝ E]
```

The symmetry g is a linear isometry, such as a reflection. It maps each image to its mirror image, x_(-i) = g x_i. Lean indexes the band by all integers; a finite band uses −N to N, an odd number of images.

```lean
/-- The band of images `x i` is symmetric: `g` maps image `i` to image `-i`. -/
def IsSymmetricBand (g : E →ₗᵢ[ℝ] E) (x : ℤ → E) : Prop :=
  ∀ i, x (-i) = g (x i)
```

The tangent is the central-difference one, not an energy-weighted variant. With t_i = x_(i+1) − x_(i-1) ≠ 0, the unit vector τ_i is fixed by t_i = ‖t_i‖ τ_i.

```lean
/-- The neighbours of image `i` are distinct, and `τ` is the unit vector pointing from
image `i - 1` to image `i + 1`. -/
def IsUnitTangent (x : ℤ → E) (i : ℤ) (τ : E) : Prop :=
  x (i + 1) - x (i - 1) ≠ 0 ∧
    x (i + 1) - x (i - 1) = ‖x (i + 1) - x (i - 1)‖ • τ
```

G denotes the gradient of V, so the true force is −G. The perpendicular force is

F⊥(p, τ) = −G(p) + ⟨τ, G(p)⟩ τ.

```lean
/-- The force `-G p` at the point `p` without its component along the unit tangent `τ`,
where `G` is the gradient field of the potential. -/
def perpForce (G : E → E) (p τ : E) : E :=
  -G p + ⟪τ, G p⟫_ℝ • τ
```

The nudged force F_i adds springs of constant k, which keep the images spaced:

F_i = F⊥(x_i, τ_i) + k(‖x_(i+1) − x_i‖ − ‖x_i − x_(i-1)‖) τ_i.

```lean
/-- The nudged elastic band force on image `i`: the perpendicular force plus a spring force
along the unit tangent `τ`, with spring constant `k`. -/
def nebForce (G : E → E) (k : ℝ) (x : ℤ → E) (i : ℤ) (τ : E) : E :=
  perpForce G (x i) τ + (k * (‖x (i + 1) - x i‖ - ‖x i - x (i - 1)‖)) • τ
```

A relaxation step of length η moves the images with |i| < N to x_i + ηF_i and holds the rest.

```lean
/-- One relaxation step of length `η`: the images with `|i| < N` move along their nudged
forces, and all others stay fixed. -/
def relaxStep (G : E → E) (k η : ℝ) (N : ℤ) (x τ : ℤ → E) : ℤ → E :=
  fun i => if |i| < N then x i + η • nebForce G k x i (τ i) else x i
```

## (a) Tangents at mirror images

Show that, when both tangents are defined,

τ_(-i) = −g τ_i.

Symmetry gives x_(-i+1) = g x_(i-1) and x_(-i-1) = g x_(i+1), so t_(-i) = −g t_i. Both chords have length ‖t_i‖ ≠ 0, which cancels; in Lean `smul_right_injective` does this.

```lean
/-- On a symmetric band, the unit tangents at images `i` and `-i` are related by `g` and a
change of sign. -/
theorem tangent_mirror {g : E →ₗᵢ[ℝ] E} {x : ℤ → E} (hx : IsSymmetricBand g x)
    {i : ℤ} {τ τ' : E} (hτ : IsUnitTangent x i τ) (hτ' : IsUnitTangent x (-i) τ') :
    τ' = -g τ := by
  have e1 : x (-i + 1) = g (x (i - 1)) := by
    rw [← hx (i - 1)]; congr 1; ring
  have e2 : x (-i - 1) = g (x (i + 1)) := by
    rw [← hx (i + 1)]; congr 1; ring
  have ht' : x (-i + 1) - x (-i - 1) = -g (x (i + 1) - x (i - 1)) := by
    rw [e1, e2, g.map_sub]; abel
  obtain ⟨hne, ht⟩ := hτ
  obtain ⟨_, hs⟩ := hτ'
  rw [ht', norm_neg, g.norm_map] at hs
  -- cancel the common length of the two chords
  apply smul_right_injective E (norm_ne_zero_iff.mpr hne)
  show ‖x (i + 1) - x (i - 1)‖ • τ' = ‖x (i + 1) - x (i - 1)‖ • (-g τ)
  rw [← hs, smul_neg, ← g.map_smul, ← ht]
```

## (b) Gradients at mirror points

In (b) to (h), g² = 1 (`hg`), V(gp) = V(p) (`hV`), G is the gradient of V at every point (`hG`), and E is complete, as ℝⁿ is. Show that

G(gp) = g G(p).

Differentiate V(gy) = V(y) at p along gw. The chain rule and g² = 1 give

⟨G(gp), w⟩ = ⟨G(p), gw⟩ = ⟨gG(p), w⟩.

This holds for every w. Lean equates the two derivatives by `unique` and concludes with `ext_inner_right`.

```lean
variable [CompleteSpace E] {g : E →ₗᵢ[ℝ] E} {V : E → ℝ} {G : E → E} {x : ℤ → E}

/-- If the potential `V` is invariant under an isometric linear involution `g`, its gradient
at `g p` is the image under `g` of its gradient at `p`. -/
theorem gradient_mirror (hg : ∀ p, g (g p) = p) (hV : ∀ p, V (g p) = V p)
    (hG : ∀ p, HasGradientAt V (G p) p) (p : E) : G (g p) = g (G p) := by
  have h1 := (hG (g p)).hasFDerivAt
  have hg' : HasFDerivAt (fun y => g y) g.toContinuousLinearMap p :=
    g.toContinuousLinearMap.hasFDerivAt
  -- differentiate `V (g y) = V y` at `p`
  have h2 : HasFDerivAt (fun y => V (g y)) _ p := h1.comp p hg'
  simp only [hV] at h2
  have h3 := h2.unique (hG p).hasFDerivAt
  refine ext_inner_right ℝ fun w => ?_
  have h4 : ⟪G (g p), g (g w)⟫_ℝ = ⟪G p, g w⟫_ℝ := by
    simpa using DFunLike.congr_fun h3 (g w)
  rw [hg] at h4
  rw [h4, ← g.inner_map_map (G p) (g w), hg]
```

## (c) The gradient at the middle image

Show that

⟨G(x_0), x_1 − x_(-1)⟩ = 0.

Symmetry at i = 0 gives g x_0 = x_0, so gG(x_0) = G(x_0) by (b), while g t_0 = −t_0. Since g preserves inner products,

⟨G(x_0), t_0⟩ = ⟨gG(x_0), g t_0⟩ = −⟨G(x_0), t_0⟩.

```lean
/-- On a symmetric band in a potential invariant under the isometric involution `g`, the
gradient at the middle image is orthogonal to the chord joining its two neighbours. -/
theorem gradient_orthogonal_chord (hg : ∀ p, g (g p) = p) (hV : ∀ p, V (g p) = V p)
    (hG : ∀ p, HasGradientAt V (G p) p) (hx : IsSymmetricBand g x) :
    ⟪G (x 0), x 1 - x (-1)⟫_ℝ = 0 := by
  have h0 : g (x 0) = x 0 := by simpa using (hx 0).symm
  have h1 : x (-1) = g (x 1) := hx 1
  have hG0 : g (G (x 0)) = G (x 0) := by
    rw [← gradient_mirror hg hV hG, h0]
  -- `g` fixes the gradient and reverses the chord
  have h := g.inner_map_map (G (x 0)) (x 1 - x (-1))
  rw [hG0, g.map_sub, h1, hg, inner_sub_right, inner_sub_right] at h
  rw [h1, inner_sub_right]
  linarith
```

## (d) Nothing to project out

Let x_1 ≠ x_(-1). Show that

F⊥(x_0, τ_0) = −G(x_0).

By (c), ‖t_0‖ ⟨G(x_0), τ_0⟩ = 0 with ‖t_0‖ ≠ 0, so the projection term vanishes.

```lean
/-- On a symmetric band in a potential invariant under the isometric involution `g`, the
perpendicular force at a middle image with distinct neighbours is the full force there. -/
theorem perpForce_middle (hg : ∀ p, g (g p) = p) (hV : ∀ p, V (g p) = V p)
    (hG : ∀ p, HasGradientAt V (G p) p) (hx : IsSymmetricBand g x)
    {τ : E} (hτ : IsUnitTangent x 0 τ) : perpForce G (x 0) τ = -G (x 0) := by
  have ho := gradient_orthogonal_chord hg hV hG hx
  obtain ⟨hne, ht⟩ := hτ
  simp only [zero_add, zero_sub] at hne ht
  rw [ht, inner_smul_right] at ho
  have h : ⟪τ, G (x 0)⟫_ℝ = 0 := by
    rw [real_inner_comm]
    exact (mul_eq_zero.mp ho).resolve_left (norm_ne_zero_iff.mpr hne)
  simp [perpForce, h]
```

## (e) Stationarity of the middle image

Let F⊥(x_0, τ_0) = 0 as well. Show that

∇V(x_0) = 0.

By (d), −G(x_0) = 0. Lean writes the result as `HasGradientAt V 0 (x 0)`. Calling this point a transition state takes a further step: the Hessian there must have exactly one negative eigenvalue and, apart from the zero modes of overall translation and rotation, otherwise only positive ones.

```lean
/-- Main theorem: on a symmetric band in a differentiable potential invariant under the
isometric involution `g`, a middle image with distinct neighbours and zero perpendicular force
is a stationary point of the potential. -/
theorem middle_image_stationary (hg : ∀ p, g (g p) = p) (hV : ∀ p, V (g p) = V p)
    (hG : ∀ p, HasGradientAt V (G p) p) (hx : IsSymmetricBand g x)
    {τ : E} (hτ : IsUnitTangent x 0 τ) (hF : perpForce G (x 0) τ = 0) :
    HasGradientAt V 0 (x 0) := by
  rw [perpForce_middle hg hV hG hx hτ, neg_eq_zero] at hF
  rw [← hF]
  exact hG (x 0)
```

## (f) Springs at the middle image

For distinct neighbours and any k, show that

F_0 = −G(x_0).

Since x_0 − x_(-1) = g(x_0 − x_1), the two bonds, here the segments joining x_0 to its neighbouring images, are equally long and the spring term is zero. Part (d) gives the rest.

```lean
/-- On a symmetric band in a potential invariant under the isometric involution `g`, the nudged
force on a middle image with distinct neighbours, springs included, is the true force. -/
theorem nebForce_middle (hg : ∀ p, g (g p) = p) (hV : ∀ p, V (g p) = V p)
    (hG : ∀ p, HasGradientAt V (G p) p) (hx : IsSymmetricBand g x)
    {τ : E} (hτ : IsUnitTangent x 0 τ) (k : ℝ) : nebForce G k x 0 τ = -G (x 0) := by
  have h0 : g (x 0) = x 0 := by simpa using (hx 0).symm
  have h1 : x (-1) = g (x 1) := hx 1
  -- the two bonds at the middle image are equally long
  have hb : ‖x 0 - x (-1)‖ = ‖x 1 - x 0‖ := by
    have h : x 0 - x (-1) = g (x 0 - x 1) := by rw [g.map_sub, h0, h1]
    rw [h, g.norm_map, norm_sub_rev]
  simp only [nebForce, zero_add, zero_sub]
  rw [hb, perpForce_middle hg hV hG hx hτ, sub_self, mul_zero, zero_smul, add_zero]
```

## (g) Nudged forces at mirror images

With both tangents defined, show that

F_(-i) = g F_i.

The mirror exchanges the two bond lengths, so the spring coefficient changes sign. So does the tangent, up to g, by (a), and the signs cancel. In F⊥ the tangent occurs twice, so its sign drops out there too; (b) handles G.

```lean
/-- On a symmetric band in a potential invariant under the isometric involution `g`, the nudged
force on image `-i` is the image under `g` of the nudged force on image `i`, when each of the two
images has distinct neighbours. -/
theorem nebForce_mirror (hg : ∀ p, g (g p) = p) (hV : ∀ p, V (g p) = V p)
    (hG : ∀ p, HasGradientAt V (G p) p) (hx : IsSymmetricBand g x) {i : ℤ} {τ τ' : E}
    (hτ : IsUnitTangent x i τ) (hτ' : IsUnitTangent x (-i) τ') (k : ℝ) :
    nebForce G k x (-i) τ' = g (nebForce G k x i τ) := by
  have e1 : x (-i + 1) = g (x (i - 1)) := by
    rw [← hx (i - 1)]; congr 1; ring
  have e2 : x (-i - 1) = g (x (i + 1)) := by
    rw [← hx (i + 1)]; congr 1; ring
  -- the isometry exchanges the two bond lengths
  have n1 : ‖x (-i + 1) - x (-i)‖ = ‖x i - x (i - 1)‖ := by
    rw [e1, hx i, ← g.map_sub, g.norm_map, norm_sub_rev]
  have n2 : ‖x (-i) - x (-i - 1)‖ = ‖x (i + 1) - x i‖ := by
    rw [e2, hx i, ← g.map_sub, g.norm_map, norm_sub_rev]
  simp only [nebForce, perpForce]
  rw [n1, n2, hx i, gradient_mirror hg hV hG, tangent_mirror hx hτ hτ',
    inner_neg_left, g.inner_map_map]
  simp only [map_add, map_neg, map_smul]
  module
```

## (h) Relaxation keeps the symmetry

Write x'_i for the images after one step, and let all moving images have distinct neighbours. Show that

x'_(-i) = g x'_i.

Images i and −i either both move or both stay. If they move, (g) gives

x_(-i) + ηF_(-i) = g(x_i + ηF_i).

`split_ifs` separates the two cases.

Take the inversion of ammonia, with g reversing every z coordinate. Linear interpolation between mirror-image minima, with an odd number of images, gives a symmetric band with a planar middle image. Under repeated steps with the same η, while neighbours stay distinct, that image follows plain steepest descent among planar geometries, by (f) and (h). A molecular V has no gradient where nuclei coincide, and may have none where electronic states cross, contrary to `hG`; but the proofs use gradients only at the images, so it is enough that V has one at each of them.

```lean
/-- In a potential invariant under the isometric involution `g`, a relaxation step takes a
symmetric band, whose moving images have distinct neighbours, to a symmetric band. -/
theorem relaxStep_symmetric (hg : ∀ p, g (g p) = p) (hV : ∀ p, V (g p) = V p)
    (hG : ∀ p, HasGradientAt V (G p) p) (hx : IsSymmetricBand g x) (k η : ℝ) (N : ℤ)
    {τ : ℤ → E} (hτ : ∀ i, |i| < N → IsUnitTangent x i (τ i)) :
    IsSymmetricBand g (relaxStep G k η N x τ) := by
  intro i
  simp only [relaxStep, abs_neg]
  split_ifs with h
  · rw [nebForce_mirror hg hV hG hx (hτ i h) (hτ (-i) (by rwa [abs_neg])), hx i,
      g.map_add, g.map_smul]
  · exact hx i
```

## (i) A double well in the plane

Take V(z) = (Re z)² + ((Im z)² − 1)² on ℂ, g complex conjugation, x_i = iI with I the imaginary unit, and τ_0 = I. Check the hypotheses of (e), including

F⊥(0, I) = 0.

Conjugation is an involution, V is even in Im z, and −iI is the conjugate of iI. The chord is t_0 = 2I. The gradient 2 Re z + 4 Im z((Im z)² − 1) I vanishes at 0, and so does F⊥.

```lean
/-- An instance in the complex plane: complex conjugation, the double well
`(re z)² + ((im z)² - 1)²` with its gradient, and the band of images `i * I` with unit tangent
`I` at the middle meet the hypotheses of the main theorem. -/
theorem middle_image_stationary_witness :
    let g : ℂ →ₗᵢ[ℝ] ℂ := Complex.conjLIE.toLinearIsometry
    let V : ℂ → ℝ := fun z => z.re ^ 2 + (z.im ^ 2 - 1) ^ 2
    let G : ℂ → ℂ := fun z => ⟨2 * z.re, 4 * z.im * (z.im ^ 2 - 1)⟩
    let x : ℤ → ℂ := fun i => (i : ℂ) * Complex.I
    (∀ p, g (g p) = p) ∧ (∀ p, V (g p) = V p) ∧ (∀ p, HasGradientAt V (G p) p) ∧
      IsSymmetricBand g x ∧ IsUnitTangent x 0 Complex.I ∧
      perpForce G (x 0) Complex.I = 0 := by
  intro g V G x
  have ht : x (0 + 1) - x (0 - 1) = 2 * Complex.I := by
    simp only [x]; push_cast; ring
  refine ⟨fun p => by simp [g], fun p => by simp [g, V], fun p => ?_,
    fun i => by simp [g, x], ⟨?_, ?_⟩, ?_⟩
  · rw [hasGradientAt_iff_hasFDerivAt]
    have hre : HasFDerivAt (fun z : ℂ => z.re) Complex.reCLM p := Complex.reCLM.hasFDerivAt
    have him : HasFDerivAt (fun z : ℂ => z.im) Complex.imCLM p := Complex.imCLM.hasFDerivAt
    have h : HasFDerivAt V _ p := (hre.pow 2).add (((him.pow 2).sub_const 1).pow 2)
    refine h.congr_fderiv (ContinuousLinearMap.ext fun w => ?_)
    simp [G, Complex.inner]
    ring
  · rw [ht]; simp
  · rw [ht]; simp
  · have hG0 : G (x 0) = 0 := by
      apply Complex.ext <;> simp [G, x]
    simp [perpForce, hG0]
```

## (j) A slope without the symmetry

On the line take V(y) = y, x_i = i and τ_0 = 1. Show that

F⊥(0, 1) = 0 and V′(0) = 1.

Indeed F⊥ = −1 + 1·1 = 0. This band is symmetric under y ↦ −y but V is not invariant, so symmetry of the band alone is not enough for (e).

```lean
/-- On the line with potential `V y = y` and images at the integers, the perpendicular force at the
middle image is zero but the gradient is `1`. -/
theorem slope_not_stationary :
    HasGradientAt (fun y : ℝ => y) 1 0 ∧ IsUnitTangent (fun i : ℤ => (i : ℝ)) 0 1 ∧
      perpForce (fun _ : ℝ => (1 : ℝ)) 0 1 = 0 := by
  refine ⟨?_, ?_, ?_⟩
  · rw [hasGradientAt_iff_hasFDerivAt]
    exact (hasFDerivAt_id (0 : ℝ)).congr_fderiv
      (ContinuousLinearMap.ext fun w => by simp)
  · norm_num [IsUnitTangent]
  · simp [perpForce]

end

end SymmetricElasticBand
```

```lean
#print axioms SymmetricElasticBand.middle_image_stationary
#print axioms SymmetricElasticBand.nebForce_middle
#print axioms SymmetricElasticBand.relaxStep_symmetric
#print axioms SymmetricElasticBand.slope_not_stationary
```

```
'SymmetricElasticBand.middle_image_stationary' depends on axioms: [propext, Classical.choice, Quot.sound]
'SymmetricElasticBand.nebForce_middle' depends on axioms: [propext, Classical.choice, Quot.sound]
'SymmetricElasticBand.relaxStep_symmetric' depends on axioms: [propext, Classical.choice, Quot.sound]
'SymmetricElasticBand.slope_not_stationary' depends on axioms: [propext, Classical.choice, Quot.sound]
```
